# The cumulant of the coupling density α exp(−w/wc) gives a power-law edge with no sharp quasiparticle line

Let α > 0, wc > 0 and t be real. The cumulant

C(t) = ∫_{w>0} α exp(−w/wc) (exp(−iwt) − 1)/w dw

equals −α Log(1 + i wc t), where Log is the principal logarithm. Its exponential is the Fourier transform of a normalised power-law edge,

exp C(t) = ∫_{w>0} A_α(w) exp(−iwt) dw, A_α(w) = w^(α−1) exp(−w/wc) / (Γ(α) wc^α),

and it tends to 0 as |t| → ∞.

In C(t), w is the energy of a single excitation left behind when a particle is removed or added, with ħ = 1; in A_α(w) it is the total energy of all the excitations left behind. The constant α measures the coupling to low-energy excitations, such as the electron–hole pairs of a metal, and wc is the energy above which the coupling dies out. A sharp quasiparticle line would leave exp C(t) with a nonzero constant modulus at long times; the limit 0 rules such a line out. The limit alone would not exclude a line broadened by a finite lifetime, whose signal also decays. The explicit A_α(w) shows what replaces the sharp line: an edge that diverges at w = 0 for α < 1 and stays finite for α ≥ 1. For GW-plus-cumulant spectra this is a solvable model, with a single level and a prescribed coupling density in place of a computed self-energy.

## From the low-frequency integral to the logarithm

The integral of α exp(−w/wc)/w alone diverges at w = 0, so the two terms of C(t) must stay together. Since cos x ≥ 1 − x²/2,

|exp(−ix) − 1|² = 2 − 2 cos x ≤ x².

With x = wt, the integrand of C is at most α |t| exp(−w/wc) in modulus, which is integrable.

Write S_α(t) for the Fourier integral of A_α. The substitution w = wc x gives ∫ A_α dw = 1, hence S_α(0) = 1. From Γ(α+1) = α Γ(α),

w A_α(w) = α wc A_{α+1}(w).

Differentiating under the integral therefore gives

S_α′(t) = −i α wc S_{α+1}(t).

The product rule gives a second relation:

d/dw [A_{α+1}(w) exp(−iwt)] = (1/wc) [A_α(w) − (1 + i wc t) A_{α+1}(w)] exp(−iwt).

The bracket on the left vanishes at w = 0 and as w → ∞, so integration yields

S_α(t) = (1 + i wc t) S_{α+1}(t).

Eliminating S_{α+1},

S_α′(t) = −[i α wc/(1 + i wc t)] S_α(t), S_α(0) = 1,

whose solution is S_α(t) = exp(−α Log(1 + i wc t)). The real part of 1 + i wc t is 1, so the path never meets the branch cut.

For the cumulant, differentiation cancels the factor 1/w. Because A_1(w) = exp(−w/wc)/wc,

C′(t) = −i α wc S_1(t) = −i α wc/(1 + i wc t).

This is the derivative of −α Log(1 + i wc t), and both functions vanish at t = 0, so they agree. Hence exp C = S_α. Finally,

|exp C(t)| = exp(−α ln|1 + i wc t|) = (1 + (wc t)²)^(−α/2) → 0.

## The case α = 2, wc = 1

At t = 1, Log(1 + i) = ½ ln 2 + iπ/4, so C(1) = −ln 2 − iπ/2 and exp C(1) = −i/2. The edge is w exp(−w), and directly

∫_{w>0} w exp(−(1+i)w) dw = 1/(1+i)² = −i/2.

At t = 7 the modulus has fallen to 1/50.

## The spectrum and the cumulant in Lean

```lean
import Mathlib

open MeasureTheory Set Filter Topology Complex

namespace CumulantEdge

noncomputable section
```

The coupling density is an explicit function of real parameters. The name `ohmic` refers to w times this density, which is linear in w at low energy, as in the spectral density of an ohmic bath.

```lean
/-- The coupling density `α exp(-w/wc)`, for a cutoff `wc > 0`. -/
def ohmic (α wc w : ℝ) : ℝ := α * Real.exp (-(w / wc))
```

`cumulant` accepts any real density `g`. `Ioi 0` is the half-line w > 0. The frequently used extra term linear in t, which shifts the whole spectrum rigidly, is absent, so energies are counted from the shifted threshold.

```lean
/-- The cumulant at time `t` for the coupling density `g`, an integral over `w > 0`. -/
def cumulant (g : ℝ → ℝ) (t : ℝ) : ℂ :=
  ∫ w in Ioi (0 : ℝ), ((g w / w : ℝ) : ℂ) * (exp (-(I * (w * t : ℝ))) - 1)
```

`edge α wc` is A_α, `wave` is its integrand with the phase attached, and `signal α wc t` is S_α(t). The transform has the sign exp(−iwt) and no factor 1/(2π).

```lean
/-- The power-law edge with exponential cutoff, for `α > 0`, `wc > 0` and `w > 0`. -/
def edge (α wc w : ℝ) : ℝ :=
  w ^ (α - 1) * Real.exp (-(w / wc)) / (Real.Gamma α * wc ^ α)

/-- The component of the edge at frequency `w`, with its phase at time `t`,
for `α > 0`, `wc > 0` and `w > 0`. -/
def wave (α wc t w : ℝ) : ℂ := (edge α wc w : ℂ) * exp (-(I * (w * t : ℝ)))

/-- The Fourier transform of the edge at time `t`, for `α > 0` and `wc > 0`. -/
def signal (α wc t : ℝ) : ℂ := ∫ w in Ioi (0 : ℝ), wave α wc t w
```

## Bounds and normalisation

The first lemma contains the estimate on exp(−ix) − 1, proved by comparing squares.

```lean
/-- For real `x`, the phase factor `exp(-ix)` has modulus one, and differs from one by at most `|x|`
in modulus. -/
theorem phase_bounds (x : ℝ) :
    ‖exp (-(I * (x : ℂ)))‖ = 1 ∧ ‖exp (-(I * (x : ℂ))) - 1‖ ≤ |x| := by
  constructor
  · rw [Complex.norm_exp]
    simp
  · have h : exp (-(I * (x : ℂ))) - 1
        = ((Real.cos x - 1 : ℝ) : ℂ) + ((-Real.sin x : ℝ) : ℂ) * I := by
      rw [show -(I * (x : ℂ)) = ((-x : ℝ) : ℂ) * I by push_cast; ring, Complex.exp_mul_I,
        ← Complex.ofReal_cos, ← Complex.ofReal_sin, Real.cos_neg, Real.sin_neg]
      push_cast
      ring
    apply (sq_le_sq₀ (norm_nonneg _) (abs_nonneg _)).1
    rw [h, Complex.sq_norm, Complex.normSq_add_mul_I, sq_abs]
    nlinarith [Real.one_sub_sq_div_two_le_cos (x := x), Real.sin_sq_add_cos_sq x]
```

The Gamma integral then gives the edge total weight one.

```lean
/-- For `α, wc > 0` the edge is integrable with total weight one. -/
theorem edge_normalized {α wc : ℝ} (hα : 0 < α) (hwc : 0 < wc) :
    IntegrableOn (edge α wc) (Ioi 0) ∧ ∫ w in Ioi (0 : ℝ), edge α wc w = 1 := by
  have hN := mul_pos (Real.Gamma_pos_of_pos hα) (Real.rpow_pos_of_pos hwc α)
  have he : edge α wc = fun w =>
      w ^ (α - 1) * Real.exp (-(wc⁻¹ * w)) / (Real.Gamma α * wc ^ α) := by
    funext w
    rw [edge, div_eq_inv_mul w wc]
  have h1 : ∫ w in Ioi (0 : ℝ), edge α wc w = 1 := by
    rw [he, integral_div, Real.integral_rpow_mul_exp_neg_mul_Ioi hα (inv_pos.2 hwc),
      one_div, inv_inv, mul_comm (wc ^ α)]
    exact div_self hN.ne'
  exact ⟨by_contra fun h => one_ne_zero (h1.symm.trans (integral_undef h)), h1⟩
```

A phase does not change the modulus, so the Fourier integrand is integrable too.

```lean
/-- For `α, wc > 0` the Fourier integrand of the edge is integrable at every time. -/
theorem integrable_wave {α wc : ℝ} (hα : 0 < α) (hwc : 0 < wc) (t : ℝ) :
    IntegrableOn (wave α wc t) (Ioi 0) := by
  have hG : IntegrableOn (fun w : ℝ => (edge α wc w : ℂ)) (Ioi 0) :=
    (edge_normalized hα hwc).1.ofReal
  refine Integrable.mono hG (hG.aestronglyMeasurable.mul
    (Continuous.aestronglyMeasurable (by fun_prop))) (ae_of_all _ fun w => ?_)
  rw [wave, norm_mul, (phase_bounds _).1, mul_one]
```

## Two relations between neighbouring exponents

Both derivatives in t come from one lemma. The subtracted constant `c` is 1 for the cumulant and 0 for the signal, and it drops out on differentiation. The hypothesis `hu` says that multiplying by w produces `k` times an edge, whose modulus supplies the dominating function.

```lean
/-- If `w u(w)` is `k` times an edge with `a, wc > 0`, and the integrals of `u` against the phase
minus `c` converge, their time derivative is `-i k` times the signal of that edge. -/
theorem hasDerivAt_transform {u : ℝ → ℝ} {a wc k : ℝ} {c : ℂ} (ha : 0 < a) (hwc : 0 < wc)
    (hu : ∀ w, 0 < w → w * u w = k * edge a wc w)
    (hi : ∀ s : ℝ, IntegrableOn
      (fun w : ℝ => (u w : ℂ) * (exp (-(I * (w * s : ℝ))) - c)) (Ioi 0)) (t : ℝ) :
    HasDerivAt (fun s : ℝ => ∫ w in Ioi (0 : ℝ), (u w : ℂ) * (exp (-(I * (w * s : ℝ))) - c))
      (-(I * k) * signal a wc t) t := by
  refine (hasDerivAt_integral_of_dominated_loc_of_deriv_le
    (μ := volume.restrict (Ioi (0 : ℝ)))
    (F := fun s w : ℝ => (u w : ℂ) * (exp (-(I * (w * s : ℝ))) - c))
    (F' := fun s w : ℝ => -(I * k) * wave a wc s w)
    (bound := fun w => |k| * ‖edge a wc w‖) (x₀ := t) univ_mem
    (Eventually.of_forall fun s => (hi s).aestronglyMeasurable) (hi t)
    ((integrable_wave ha hwc t).const_mul _).aestronglyMeasurable
    (ae_of_all _ fun w s _ => ?_) ((edge_normalized ha hwc).1.norm.const_mul _)
    (ae_restrict_of_forall_mem measurableSet_Ioi fun w hw s _ => ?_)).2.congr_deriv
    (integral_const_mul _ _)
  · simp only [wave, norm_mul, norm_neg, Complex.norm_I, Complex.norm_real,
      (phase_bounds _).1, one_mul, mul_one, Real.norm_eq_abs, le_refl]
  · have h1 : HasDerivAt (fun s : ℝ => -(I * ((w * s : ℝ) : ℂ))) (-(I * w)) s :=
      (((hasDerivAt_id s).const_mul w).ofReal_comp.const_mul I).fun_neg.congr_deriv (by simp)
    have hk : (w : ℂ) * (u w : ℂ) = k * (edge a wc w : ℂ) := by exact_mod_cast hu w hw
    refine ((h1.cexp.sub_const c).const_mul (u w : ℂ)).congr_deriv ?_
    simp only [wave]
    linear_combination (-I * exp (-(I * ((w * s : ℝ) : ℂ)))) * hk
```

The integration by parts follows. Here `hd` is the product rule, and the boundary term at infinity vanishes because the function and its derivative are both integrable.

```lean
/-- For `α, wc > 0`, integration by parts links the signals of exponents `α` and `α + 1`. -/
theorem signal_step {α wc : ℝ} (hα : 0 < α) (hwc : 0 < wc) (t : ℝ) :
    signal α wc t = (1 + I * wc * t) * signal (α + 1) wc t := by
  have h0 : (wc : ℂ) ≠ 0 := Complex.ofReal_ne_zero.2 hwc.ne'
  have hG := (Real.Gamma_pos_of_pos hα).ne'
  have hW := (Real.rpow_pos_of_pos hwc α).ne'
  have he : edge (α + 1) wc = fun x =>
      x ^ α * Real.exp (-(x / wc)) / (Real.Gamma (α + 1) * wc ^ (α + 1)) := by
    funext x
    rw [edge, add_sub_cancel_right]
  have hc : Continuous (edge (α + 1) wc) := by
    have h1 : Continuous fun x : ℝ => x ^ α :=
      continuous_id.rpow_const fun _ => Or.inr hα.le
    have h2 : Continuous fun x : ℝ => Real.exp (-(x / wc)) := by fun_prop
    rw [he]
    exact (h1.mul h2).div_const _
  have hcw : Continuous fun w => wave (α + 1) wc t w := by
    simp only [wave]
    fun_prop
  have hd : ∀ w ∈ Ioi (0 : ℝ), HasDerivAt (wave (α + 1) wc t)
      ((wc : ℂ)⁻¹ * (wave α wc t w - (1 + I * wc * t) * wave (α + 1) wc t w)) w := by
    intro w hw
    have hw0 : 0 < w := hw
    have h1 : HasDerivAt (edge (α + 1) wc) ((edge α wc w - edge (α + 1) wc w) / wc) w := by
      rw [he]
      refine (((Real.hasDerivAt_rpow_const (p := α) (Or.inl hw0.ne')).fun_mul
        ((hasDerivAt_id' w).div_const wc).fun_neg.exp).div_const _).congr_deriv ?_
      rw [edge, Real.Gamma_add_one hα.ne', Real.rpow_add_one hwc.ne']
      beta_reduce
      generalize Real.exp (-(w / wc)) = E
      field_simp
      ring
    have h2 : HasDerivAt (fun w : ℝ => -(I * ((w * t : ℝ) : ℂ))) (-(I * t)) w :=
      (((hasDerivAt_id w).mul_const t).ofReal_comp.const_mul I).fun_neg.congr_deriv (by simp)
    refine (h1.ofReal_comp.fun_mul h2.cexp).congr_deriv ?_
    simp only [wave, Complex.ofReal_div, Complex.ofReal_sub]
    linear_combination (I * t * (edge (α + 1) wc w : ℂ) * exp (-(I * ((w * t : ℝ) : ℂ))))
      * inv_mul_cancel₀ h0
  have hi := integrable_wave hα hwc t
  have hj := integrable_wave (add_pos hα one_pos) hwc t
  have hf := (hi.sub (hj.const_mul (1 + I * wc * t))).const_mul (wc : ℂ)⁻¹
  -- the boundary terms vanish at both ends
  have hI : ∫ w in Ioi (0 : ℝ),
      (wc : ℂ)⁻¹ * (wave α wc t w - (1 + I * wc * t) * wave (α + 1) wc t w)
        = 0 - wave (α + 1) wc t 0 :=
    integral_Ioi_of_hasDerivAt_of_tendsto hcw.continuousWithinAt hd hf
      (tendsto_zero_of_hasDerivAt_of_integrableOn_Ioi hd hf hj)
  have hz : wave (α + 1) wc t 0 = 0 := by simp [wave, he, Real.zero_rpow hα.ne']
  rw [integral_const_mul, integral_sub hi (hj.const_mul _), integral_const_mul, hz,
    sub_zero] at hI
  exact sub_eq_zero.1 ((mul_eq_zero.1 hI).resolve_left (inv_ne_zero h0))
```

## Solving the two differential equations

The logarithm is differentiable because its argument has real part 1.

```lean
/-- The number `1 + i wc t` is nonzero, and its principal logarithm is differentiable
in time. -/
theorem hasDerivAt_log (wc t : ℝ) : 1 + I * wc * t ≠ 0 ∧
    HasDerivAt (fun s : ℝ => log (1 + I * wc * s)) (I * wc / (1 + I * wc * t)) t := by
  have hz : 1 + I * wc * t ∈ slitPlane := Complex.mem_slitPlane_iff.2 (Or.inl (by simp))
  have h1 : HasDerivAt (fun s : ℝ => 1 + I * wc * (s : ℂ)) (I * wc) t :=
    (((hasDerivAt_id t).ofReal_comp.const_mul (I * (wc : ℂ))).const_add 1).congr_deriv
      (by simp)
  exact ⟨Complex.slitPlane_ne_zero hz, h1.clog_real hz⟩
```

For the signal, the proof shows that S_α(t) exp(α Log(1 + i wc t)) has zero derivative and equals 1 at t = 0.

```lean
/-- For `α, wc > 0` the Fourier transform of the edge is `exp(-α Log(1 + i wc t))`. -/
theorem signal_eq {α wc : ℝ} (hα : 0 < α) (hwc : 0 < wc) (t : ℝ) :
    signal α wc t = exp (-(α * log (1 + I * wc * t))) := by
  have hu : ∀ w, 0 < w → w * edge α wc w = α * wc * edge (α + 1) wc w := by
    intro w hw
    have hG := (Real.Gamma_pos_of_pos hα).ne'
    have hW := (Real.rpow_pos_of_pos hwc α).ne'
    rw [edge, edge, Real.Gamma_add_one hα.ne', Real.rpow_add_one hwc.ne',
      add_sub_cancel_right, Real.rpow_sub_one hw.ne']
    field_simp
  have hs : ∀ s, HasDerivAt (signal α wc)
      (-(I * (α * wc : ℝ)) * signal (α + 1) wc s) s := by
    intro s
    have h := hasDerivAt_transform (c := 0) (add_pos hα one_pos) hwc hu
      (fun s => by simp only [sub_zero]; exact integrable_wave hα hwc s) s
    simp only [sub_zero] at h
    exact h
  -- signal and exponential solve the same first-order equation
  have hd : ∀ s : ℝ, HasDerivAt
      (fun s : ℝ => signal α wc s * exp (α * log (1 + I * wc * s))) 0 s := by
    intro s
    obtain ⟨hz, hl⟩ := hasDerivAt_log wc s
    refine ((hs s).fun_mul (hl.const_mul (α : ℂ)).cexp).congr_deriv ?_
    have hq : (1 + I * wc * s) * (I * wc / (1 + I * wc * s)) = I * wc := by field_simp
    rw [signal_step hα hwc s, Complex.ofReal_mul]
    linear_combination
      (signal (α + 1) wc s * exp (α * log (1 + I * wc * s)) * α) * hq
  have h0 : signal α wc 0 = 1 := by
    have h : signal α wc 0 = ((∫ w in Ioi (0 : ℝ), edge α wc w : ℝ) : ℂ) := by
      simp only [signal, wave, mul_zero, Complex.ofReal_zero, neg_zero, Complex.exp_zero,
        mul_one]
      exact integral_ofReal
    rw [h, (edge_normalized hα hwc).2, Complex.ofReal_one]
  have h := is_const_of_deriv_eq_zero (fun s => (hd s).differentiableAt)
    (fun s => (hd s).deriv) t 0
  simp only [h0, Complex.ofReal_zero, mul_zero, add_zero, Complex.log_one,
    Complex.exp_zero, mul_one] at h
  rw [Complex.exp_neg]
  exact eq_inv_of_mul_eq_one_left h
```

The cumulant integrand is integrable by the bound used above.

```lean
/-- For `wc > 0` the cumulant integrand is integrable down to zero frequency. -/
theorem integrableOn_cumulant (α : ℝ) {wc : ℝ} (hwc : 0 < wc) (t : ℝ) :
    IntegrableOn (fun w : ℝ =>
      ((ohmic α wc w / w : ℝ) : ℂ) * (exp (-(I * (w * t : ℝ))) - 1)) (Ioi 0) := by
  have he : ohmic α wc = fun w => α * Real.exp (-(wc⁻¹) * w) := by
    funext w
    rw [ohmic, show -(w / wc) = -(wc⁻¹) * w by ring]
  have hb : IntegrableOn (ohmic α wc) (Ioi 0) := by
    rw [he]
    exact (exp_neg_integrableOn_Ioi 0 (inv_pos.2 hwc)).const_mul α
  have hc : Continuous fun w => ohmic α wc w := by
    unfold ohmic
    fun_prop
  have hp : Continuous fun w : ℝ => exp (-(I * (w * t : ℝ))) - 1 := by fun_prop
  refine Integrable.mono' (hb.norm.mul_const |t|)
    ((Complex.measurable_ofReal.comp (hc.measurable.div measurable_id)).mul
      hp.measurable).aestronglyMeasurable
    (ae_restrict_of_forall_mem measurableSet_Ioi fun w hw => ?_)
  have hw0 : 0 < w := hw
  have h := (phase_bounds (w * t)).2
  rw [abs_mul, abs_of_pos hw0] at h
  rw [norm_mul, Complex.norm_real]
  calc ‖ohmic α wc w / w‖ * ‖exp (-(I * (w * t : ℝ))) - 1‖
      ≤ ‖ohmic α wc w / w‖ * (w * |t|) := by gcongr
    _ = ‖ohmic α wc w‖ * |t| := by
      rw [norm_div, Real.norm_of_nonneg hw0.le]
      field_simp
```

The closed form holds for every real α, including zero and negative values; only `wc` must be positive. The proof shows that the sum of C(t) and α Log(1 + i wc t) is constant, using `signal_eq` at exponent 1.

```lean
/-- For `wc > 0` the cumulant is `-α Log(1 + i wc t)`, with the principal logarithm. -/
theorem cumulant_eq_log (α : ℝ) {wc : ℝ} (hwc : 0 < wc) (t : ℝ) :
    cumulant (ohmic α wc) t = -(α * log (1 + I * wc * t)) := by
  have hu : ∀ w, 0 < w → w * (ohmic α wc w / w) = α * wc * edge 1 wc w := by
    intro w hw
    simp only [ohmic, edge, sub_self, Real.rpow_zero, Real.Gamma_one, Real.rpow_one, one_mul]
    field_simp
  have hC : ∀ s, HasDerivAt (cumulant (ohmic α wc))
      (-(I * (α * wc : ℝ)) * signal 1 wc s) s :=
    hasDerivAt_transform one_pos hwc hu (integrableOn_cumulant α hwc)
  have hd : ∀ s : ℝ, HasDerivAt
      (fun s : ℝ => cumulant (ohmic α wc) s + α * log (1 + I * wc * s)) 0 s := by
    intro s
    obtain ⟨hz, hl⟩ := hasDerivAt_log wc s
    refine ((hC s).fun_add (hl.const_mul (α : ℂ))).congr_deriv ?_
    rw [signal_eq one_pos hwc, Complex.ofReal_one, one_mul, Complex.exp_neg,
      Complex.exp_log hz, Complex.ofReal_mul]
    ring
  -- both sides vanish at t = 0
  have h := is_const_of_deriv_eq_zero (fun s => (hd s).differentiableAt)
    (fun s => (hd s).deriv) t 0
  have h0 : cumulant (ohmic α wc) 0 = 0 := by simp [cumulant]
  simp only [h0, Complex.ofReal_zero, mul_zero, add_zero, Complex.log_one] at h
  exact eq_neg_of_add_eq_zero_left h
```

## Loss of the quasiparticle weight

The last theorem needs α > 0. Its first part equates the two closed forms. In its second part, `cocompact ℝ` expresses |t| → ∞ in both directions. The proof uses |1 + i wc t| ≥ wc |t|, then takes the logarithm, multiplies by −α and exponentiates. A sharp quasiparticle line would give a nonzero modulus at long times, so this limit rules it out.

```lean
/-- For `α, wc > 0` the exponentiated cumulant is the Fourier transform of the power-law edge, and
it tends to zero as `|t| → ∞`. -/
theorem exp_cumulant {α wc : ℝ} (hα : 0 < α) (hwc : 0 < wc) :
    (∀ t, exp (cumulant (ohmic α wc) t) = signal α wc t) ∧
    Tendsto (fun t => exp (cumulant (ohmic α wc) t)) (cocompact ℝ) (𝓝 0) := by
  refine ⟨fun t => by rw [cumulant_eq_log α hwc, signal_eq hα hwc], ?_⟩
  have hz : Tendsto (fun t : ℝ => ‖1 + I * wc * t‖) (cocompact ℝ) atTop := by
    refine tendsto_atTop_mono (fun t => ?_)
      (Tendsto.const_mul_atTop hwc (tendsto_norm_cocompact_atTop (E := ℝ)))
    have h := Complex.abs_im_le_norm (1 + I * wc * t)
    have him : (1 + I * wc * t).im = wc * t := by simp
    rwa [him, abs_mul, abs_of_pos hwc] at h
  rw [tendsto_zero_iff_norm_tendsto_zero]
  refine (Real.tendsto_exp_neg_atTop_nhds_zero.comp
    (Tendsto.const_mul_atTop hα (Real.tendsto_log_atTop.comp hz))).congr fun t => ?_
  rw [cumulant_eq_log α hwc, Complex.norm_exp, Complex.neg_re, Complex.re_ofReal_mul,
    Complex.log_re]
  rfl

end

end CumulantEdge
```

```lean
#print axioms CumulantEdge.exp_cumulant
-- 'CumulantEdge.exp_cumulant' depends on axioms: [propext, Classical.choice, Quot.sound]
```
